# A convex function of distance that ends at zero lies strictly below any positive value it took earlier

Let `V` be a real function of distance, convex on the interval from `r0` to `rc` and zero at `rc`. The theorem says that if `V` is positive at a distance `r` in this interval, then `V s < V r` for every `s` with `r < s ≤ rc`. Neither smoothness nor positivity elsewhere is assumed. The proof writes `s` as a weighted mean of `r` and `rc`, so that convexity bounds `V s` by `V r` times the weight `(rc - s) / (rc - r)`. That weight is less than 1 and `V r` is positive, so the strict inequality follows.

This version doesn't compile in Lean 4 with Mathlib:

```lean
import Mathlib

open Set Filter Topology

namespace StrictDecay

noncomputable section

/-- Let `V` be convex on `[r0, rc]` with `V rc = 0`. If `V` is positive at a distance `r ≥ r0`, then
it is strictly smaller at every `s` with `r < s ≤ rc`. -/
theorem strict_decay {V : ℝ → ℝ} {r0 rc r s : ℝ} (hV : ConvexOn ℝ (Icc r0 rc) V)
    (h0 : V rc = 0) (hr : r0 ≤ r) (hrs : r < s) (hs : s ≤ rc) (hpos : 0 < V r) :
    V s < V r := by
  have hd : 0 < rc - r := by linarith
  -- s is a weighted mean of r and rc
  have h := hV.2 (x := r) (y := rc) ⟨hr, by linarith⟩ ⟨by linarith, le_rfl⟩
    (a := (rc - s) / (rc - r)) (b := (s - r) / (rc - r))
    (div_nonneg (by linarith) hd.le) (div_nonneg (by linarith) hd.le)
    (by rw [← add_div, div_eq_one_iff_eq hd.ne']; ring)
  have e : (rc - s) / (rc - r) * r + (s - r) / (rc - r) * rc = s := by
    rw [div_mul_eq_mul_div, div_mul_eq_mul_div, ← add_div, div_eq_iff hd.ne']
    ring
  simp only [smul_eq_mul] at h
  rw [e, h0, mul_zero, add_zero] at h
  have hw : (rc - s) / (rc - r) < 1 := by
    rw [div_lt_one hd]
    linarith
  nlinarith

end

end StrictDecay
```

Lean reports:

```
Main.lean:17:10: error: Type mismatch
  (rc - s) / (rc - r)
has type
  ℝ
but is expected to have type
  Prop
Main.lean:17:37: error: Type mismatch
  (s - r) / (rc - r)
has type
  ℝ
but is expected to have type
  Prop
Main.lean:16:17: error: Invalid argument name `x` for function `And.right`
Main.lean:13:17: error: unsolved goals
V : ℝ → ℝ
r0 rc r s : ℝ
hV : ConvexOn ℝ (Icc r0 rc) V
h0 : V rc = 0
hr : r0 ≤ r
hrs : r < s
hs : s ≤ rc
hpos : 0 < V r
hd : 0 < rc - r
⊢ V s < V r
```

Fix (accepted with no message):

```diff
@@ -14,8 +14,12 @@
   have hd : 0 < rc - r := by linarith
   -- s is a weighted mean of r and rc
-  have h := hV.2 (x := r) (y := rc) ⟨hr, by linarith⟩ ⟨by linarith, le_rfl⟩
-    (a := (rc - s) / (rc - r)) (b := (s - r) / (rc - r))
-    (div_nonneg (by linarith) hd.le) (div_nonneg (by linarith) hd.le)
-    (by rw [← add_div, div_eq_one_iff_eq hd.ne']; ring)
+  have hrm : r ∈ Icc r0 rc := ⟨hr, by linarith⟩
+  have hcm : rc ∈ Icc r0 rc := ⟨by linarith, le_rfl⟩
+  have ha : 0 ≤ (rc - s) / (rc - r) := div_nonneg (by linarith) hd.le
+  have hb : 0 ≤ (s - r) / (rc - r) := div_nonneg (by linarith) hd.le
+  have hab : (rc - s) / (rc - r) + (s - r) / (rc - r) = 1 := by
+    rw [← add_div, div_eq_iff hd.ne']
+    ring
+  have h := hV.2 hrm hcm ha hb hab
   have e : (rc - s) / (rc - r) * r + (s - r) / (rc - r) * rc = s := by
     rw [div_mul_eq_mul_div, div_mul_eq_mul_div, ← add_div, div_eq_iff hd.ne']
```

What went wrong. The names `a` and `b` clash. Lean reads `hV.2` as `And.right` applied to `hV`, and it matches named arguments to binders in the order it meets them. `And.right` has implicit arguments `a` and `b` of its own, the two propositions of the conjunction. They come before the weights `a` and `b` of the convexity inequality, so they capture the real numbers meant for the weights. Hence the two type mismatches, where a `Prop` is expected.

The third error follows from this. `And.right` returns a proof of its `b`, and that argument has just failed to elaborate. Lean therefore never reaches the convexity inequality, whose binders include `x`, and reports `x` as an invalid name for `And.right`. The last message shows the main goal still open, with `hd` but no `h` in the context, because the step that should have produced `h` failed.

The repair drops the named arguments. It first proves the two memberships, the signs of the weights and their sum, each with its type stated, and then passes them to `hV.2` in order. Lean can read the points and weights off these types. In the proof of the sum, `div_eq_iff` replaces `div_eq_one_iff_eq`; no message calls for that change.
